# Renormalization with a constant exchange splitting leaves the spin-wave stiffness of force-theorem magnons unchanged

**Definitions and conventions.** For a ferromagnet with one magnetic atom per cell, let $w$ be the bare magnon energy from the magnetic force theorem and $\Delta$ the exchange splitting, the energy separating majority- and minority-spin states. Both are real numbers in the same energy unit. The renormalized energy is

$$W=\frac{\Delta w}{\Delta-w}.$$

This relation models the effect of the constraining fields that hold tilted moments in place, which the bare estimate omits. It is assumed here, not derived from an electronic Hamiltonian, and $\Delta$ does not depend on the wave vector.

```lean
import Mathlib

open Filter Topology Asymptotics

namespace MagnonForceTheorem

noncomputable section
```

In Lean, $W$ is `renormalizedEnergy Δ w`.

```lean
/-- The renormalized magnon energy for exchange splitting `Δ` and bare force-theorem
energy `w`, written over a common denominator. -/
def renormalizedEnergy (Δ w : ℝ) : ℝ := Δ * w / (Δ - w)
```

Wave vectors $q$ lie in a real normed space `E`, for example $\mathbb R^3$. A dispersion $w(q)$ has stiffness form $B$, a continuous bilinear form, if

$$w(q)-B(q,q)=o(\|q\|^2)\qquad(q\to0,\ q\neq0).$$

The filter `𝓝[≠] 0` expresses this limit. A general $B$ lets the stiffness depend on the direction of $q$; in one dimension $B(q,q)=Dq^2$. The definition forces $w(q)\to0$, so it excludes a gap at $q=0$, such as one from magnetic anisotropy or an applied field. With a gap $w_0\ne\Delta$, renormalization would multiply the coefficient of $q^2$ by $\Delta^2/(\Delta-w_0)^2$. Neither symmetry nor positivity of $B$ is required.

```lean
/-- The dispersion `w` has the spin-wave stiffness form `B`: it equals `B q q` up to terms
that are small compared with `‖q‖ ^ 2` at long wavelength. -/
def HasStiffness {E : Type*} [NormedAddCommGroup E] [NormedSpace ℝ E]
    (w : E → ℝ) (B : E →L[ℝ] E →L[ℝ] ℝ) : Prop :=
  (fun q => w q - B q q) =o[𝓝[≠] (0 : E)] (fun q => ‖q‖ ^ 2)
```

## (a) The quotient form

For $\Delta\ne0$ and $w\ne\Delta$, show that $W=w/(1-w/\Delta)$.

Since $1-w/\Delta=(\Delta-w)/\Delta$, dividing $w$ by it gives $\Delta w/(\Delta-w)$. The code rewrites the denominator in the same way. The Lean statement also admits $w=\Delta$, where both sides are $0$ only because Lean sets $x/0=0$; that case has no physical content.

```lean
/-- The renormalized energy is the bare energy divided by `1 - w / Δ`. -/
theorem renormalizedEnergy_eq {Δ : ℝ} (hΔ : Δ ≠ 0) (w : ℝ) :
    renormalizedEnergy Δ w = w / (1 - w / Δ) := by
  have h : 1 - w / Δ = (Δ - w) / Δ := by field_simp
  rw [h, div_div_eq_mul_div, renormalizedEnergy, mul_comm Δ w]
```

## (b) Self-consistency

For $\Delta\ne0$ and $w\neq\Delta$, show that $x=w(1+x/\Delta)$ has the unique solution $x=W$.

Collecting terms gives $x(1-w/\Delta)=w$. The bracket is nonzero, so division gives (a), and every step reverses. In Lean, `eq_div_iff` clears the denominator and `linear_combination` handles both directions.

```lean
/-- The renormalized energy is the unique solution `x` of the self-consistency equation
`x = w (1 + x / Δ)`. -/
theorem selfConsistent_iff {Δ w : ℝ} (hΔ : Δ ≠ 0) (hw : w ≠ Δ) (x : ℝ) :
    x = w * (1 + x / Δ) ↔ x = renormalizedEnergy Δ w := by
  have h : 1 - w / Δ ≠ 0 := by
    intro h0
    apply hw
    have h1 : w / Δ = 1 := by linarith
    rwa [div_eq_one_iff_eq hΔ] at h1
  rw [renormalizedEnergy_eq hΔ, eq_div_iff h]
  constructor <;> intro e <;> linear_combination e
```

## (c) The exact shift

For $w\ne\Delta$, compute $W-w$.

$$W-w=\frac{\Delta w-w(\Delta-w)}{\Delta-w}=\frac{w^2}{\Delta-w}.$$

```lean
/-- The renormalization shifts the magnon energy by exactly `w ^ 2 / (Δ - w)`. -/
theorem energy_shift {Δ w : ℝ} (hw : w ≠ Δ) :
    renormalizedEnergy Δ w - w = w ^ 2 / (Δ - w) := by
  have h : Δ - w ≠ 0 := sub_ne_zero.2 hw.symm
  rw [renormalizedEnergy, eq_div_iff h, sub_mul, div_mul_cancel₀ _ h]
  ring
```

## (d) The sign of the shift

For $w<\Delta$, show that $W\ge w$, with equality exactly when $w=0$.

In (c) the numerator is a square and the denominator is positive. The quotient is therefore nonnegative, and it vanishes only with $w$. The tactic `positivity` supplies the sign.

```lean
/-- Below the exchange splitting the renormalized energy is at least the bare one, and the
two agree only at zero energy. -/
theorem bare_le_renormalized {Δ w : ℝ} (hw : w < Δ) :
    w ≤ renormalizedEnergy Δ w ∧ (renormalizedEnergy Δ w = w ↔ w = 0) := by
  have h : 0 < Δ - w := sub_pos.2 hw
  have hs := energy_shift hw.ne
  constructor
  · have : 0 ≤ w ^ 2 / (Δ - w) := by positivity
    linarith
  · rw [← sub_eq_zero, hs, div_eq_zero_iff]
    simp [h.ne']
```

## (e) Undoing the renormalization

For $\Delta\ne0$ and $w\neq\Delta$, show that the same formula with $-\Delta$ takes $W$ back to $w$.

The new denominator, called `key` in the code, is

$$-\Delta-W=\frac{-\Delta(\Delta-w)-\Delta w}{\Delta-w}=\frac{-\Delta^2}{\Delta-w}\neq0.$$

The new numerator is $-\Delta W=-\Delta^2w/(\Delta-w)$, and the ratio is $w$.

```lean
/-- Renormalizing with the opposite splitting `-Δ` recovers the bare energy. -/
theorem renormalized_inverse {Δ w : ℝ} (hΔ : Δ ≠ 0) (hw : w ≠ Δ) :
    renormalizedEnergy (-Δ) (renormalizedEnergy Δ w) = w := by
  have h : Δ - w ≠ 0 := sub_ne_zero.2 hw.symm
  have key : -Δ - Δ * w / (Δ - w) = -(Δ ^ 2) / (Δ - w) := by
    rw [eq_div_iff h, sub_mul, div_mul_cancel₀ _ h]
    ring
  have h2 : -(Δ ^ 2) / (Δ - w) ≠ 0 := div_ne_zero (neg_ne_zero.2 (pow_ne_zero 2 hΔ)) h
  unfold renormalizedEnergy
  rw [key, div_eq_iff h2]
  ring
```

## (f) Stiffness survives renormalization

For $\Delta\neq0$, show that if $w(q)$ has stiffness form $B$, so has $W(q)$.

Since $|B(q,q)|\le\|B\|\,\|q\|^2$, we have $w=O(\|q\|^2)$, hence $w\to0$. Near $q=0$ this gives $w\neq\Delta$, and

$$W-w=\frac{w}{\Delta-w}\,w=o(1)\,O(\|q\|^2)=o(\|q\|^2).$$

Adding $w-B(q,q)=o(\|q\|^2)$ finishes the argument.

The proof turns on Mathlib's asymptotic calculus. `isLittleO_one_iff` converts the limit $w/(\Delta-w)\to0$ into an $o(1)$ statement, and `mul_isBigO` multiplies it by $O(\|q\|^2)$, so no epsilons appear. `congr'` then needs the shift formula only close to $q=0$, where $w\ne\Delta$ is known.

```lean
/-- If the bare dispersion has stiffness form `B`, so has the renormalized one. -/
theorem HasStiffness.renormalized {E : Type*} [NormedAddCommGroup E] [NormedSpace ℝ E]
    {Δ : ℝ} (hΔ : Δ ≠ 0) {w : E → ℝ} {B : E →L[ℝ] E →L[ℝ] ℝ} (h : HasStiffness w B) :
    HasStiffness (fun q => renormalizedEnergy Δ (w q)) B := by
  unfold HasStiffness at h ⊢
  -- the bare energy is of order `‖q‖ ^ 2`, hence vanishes at long wavelength
  have hB : (fun q => B q q) =O[𝓝[≠] (0 : E)] (fun q => ‖q‖ ^ 2) := by
    refine IsBigO.of_bound ‖B‖ (Eventually.of_forall fun q => ?_)
    rw [norm_pow, norm_norm]
    calc ‖B q q‖ ≤ ‖B‖ * ‖q‖ * ‖q‖ := B.le_opNorm₂ q q
      _ = ‖B‖ * ‖q‖ ^ 2 := by ring
  have hw : w =O[𝓝[≠] (0 : E)] (fun q => ‖q‖ ^ 2) :=
    (h.isBigO.add hB).congr_left (fun q => by simp)
  have hc : Continuous (fun q : E => ‖q‖ ^ 2) := by fun_prop
  have hq : Tendsto (fun q : E => ‖q‖ ^ 2) (𝓝[≠] 0) (𝓝 0) :=
    (hc.tendsto' 0 0 (by simp)).mono_left nhdsWithin_le_nhds
  have hw0 : Tendsto w (𝓝[≠] 0) (𝓝 0) := hw.trans_tendsto hq
  -- the relative shift `w / (Δ - w)` vanishes, so the shift is negligible
  have hr : Tendsto (fun q => w q / (Δ - w q)) (𝓝[≠] 0) (𝓝 (0 / (Δ - 0))) :=
    hw0.div (tendsto_const_nhds.sub hw0) (by simpa using hΔ)
  rw [zero_div] at hr
  have hd : (fun q => w q / (Δ - w q) * w q) =o[𝓝[≠] (0 : E)] (fun q => ‖q‖ ^ 2) :=
    (((isLittleO_one_iff ℝ).2 hr).mul_isBigO hw).congr_right (fun q => by simp)
  have hne : ∀ᶠ q in 𝓝[≠] (0 : E), w q ≠ Δ := hw0.eventually (eventually_ne_nhds hΔ.symm)
  refine (h.add hd).congr' ?_ EventuallyEq.rfl
  filter_upwards [hne] with q hq
  linear_combination -(energy_shift hq)
```

## (g) Equivalence of the two stiffnesses

Let $\Delta\ne0$ and $w(q)\neq\Delta$ for all $q$. Show that $W$ has stiffness form $B$ exactly when $w$ does.

One direction is (f). For the other, apply (f) to $W$ with splitting $-\Delta$; by (e) the result is $w$.

Within this model, a stiffness taken from the bare force-theorem energies in the limit $q\to0$ therefore needs no correction for the renormalization. A fit over finite wave vectors can still be affected, because $W$ and $w$ differ wherever $w\ne0$.

```lean
/-- Main theorem: the renormalized dispersion has stiffness form `B` exactly when the bare
force-theorem dispersion has it, for wave vectors in any real normed space. -/
theorem stiffness_renormalized_iff {E : Type*} [NormedAddCommGroup E] [NormedSpace ℝ E]
    {Δ : ℝ} (hΔ : Δ ≠ 0) {w : E → ℝ} (hw : ∀ q, w q ≠ Δ) (B : E →L[ℝ] E →L[ℝ] ℝ) :
    HasStiffness (fun q => renormalizedEnergy Δ (w q)) B ↔ HasStiffness w B := by
  refine ⟨fun h => ?_, fun h => h.renormalized hΔ⟩
  -- undo the renormalization by renormalizing with `-Δ`
  have h2 := h.renormalized (neg_ne_zero.2 hΔ)
  have e : (fun q => renormalizedEnergy (-Δ) (renormalizedEnergy Δ (w q))) = w :=
    funext fun q => renormalized_inverse hΔ (hw q)
  rwa [e] at h2
```

## (h) The fourth-order difference

In one dimension, let $\Delta\neq0$ and $w/q^2\to D$. Find the limit of $(W-w)/q^4$.

First, $w=(w/q^2)\,q^2\to0$. Then by (c)

$$\frac{W-w}{q^4}=\frac{(w/q^2)^2}{\Delta-w}\to\frac{D^2}{\Delta}.$$

For $D\ne0$ the energies first differ at fourth order.

```lean
/-- If `w / q ^ 2` tends to `D` at long wavelength, the renormalization shift divided by
`q ^ 4` tends to `D ^ 2 / Δ`. -/
theorem quartic_shift {Δ D : ℝ} (hΔ : Δ ≠ 0) {w : ℝ → ℝ}
    (h : Tendsto (fun q => w q / q ^ 2) (𝓝[≠] 0) (𝓝 D)) :
    Tendsto (fun q => (renormalizedEnergy Δ (w q) - w q) / q ^ 4) (𝓝[≠] 0)
      (𝓝 (D ^ 2 / Δ)) := by
  have hc : Continuous (fun q : ℝ => q ^ 2) := by fun_prop
  have hq : Tendsto (fun q : ℝ => q ^ 2) (𝓝[≠] 0) (𝓝 0) :=
    (hc.tendsto' 0 0 (by simp)).mono_left nhdsWithin_le_nhds
  have hw0 : Tendsto w (𝓝[≠] 0) (𝓝 0) := by
    have h1 := h.mul hq
    rw [mul_zero] at h1
    refine h1.congr' ?_
    filter_upwards [self_mem_nhdsWithin] with q hq0
    exact div_mul_cancel₀ _ (pow_ne_zero 2 hq0)
  have h2 : Tendsto (fun q => (w q / q ^ 2) ^ 2 / (Δ - w q)) (𝓝[≠] 0)
      (𝓝 (D ^ 2 / (Δ - 0))) :=
    (h.pow 2).div (tendsto_const_nhds.sub hw0) (by simpa using hΔ)
  rw [sub_zero] at h2
  refine h2.congr' ?_
  filter_upwards [hw0.eventually (eventually_ne_nhds hΔ.symm)] with q hne
  rw [energy_shift hne, div_pow, ← pow_mul, div_right_comm]
```

## (i) Bound and limit together

Let $\Delta>0$, $w(q)<\Delta$ for all real $q$, and $w/q^2\to D$. Show that $W\ge w$ everywhere and $W/q^2\to D$.

The bound is (d). For the limit, use (h):

$$\frac{W}{q^2}=\frac{w}{q^2}+q^2\,\frac{W-w}{q^4}\to D+0.$$

The condition $w\ge0$ is not needed, but $w<\Delta$ matters for the bound. Take $\Delta=1$ and $w(q)=2q^2$: at $q=1$, $w=2$ and $W=-2<w$.

```lean
/-- For a bare dispersion below the splitting `Δ > 0` with `w / q ^ 2` tending to `D`, the
renormalized energy is nowhere below the bare one and has the same limit `D`. -/
theorem renormalized_magnon {Δ D : ℝ} (hΔ : 0 < Δ) {w : ℝ → ℝ} (hw : ∀ q, w q < Δ)
    (h : Tendsto (fun q => w q / q ^ 2) (𝓝[≠] 0) (𝓝 D)) :
    (∀ q, w q ≤ renormalizedEnergy Δ (w q)) ∧
      Tendsto (fun q => renormalizedEnergy Δ (w q) / q ^ 2) (𝓝[≠] 0) (𝓝 D) := by
  refine ⟨fun q => (bare_le_renormalized (hw q)).1, ?_⟩
  have hc : Continuous (fun q : ℝ => q ^ 2) := by fun_prop
  have hq : Tendsto (fun q : ℝ => q ^ 2) (𝓝[≠] 0) (𝓝 0) :=
    (hc.tendsto' 0 0 (by simp)).mono_left nhdsWithin_le_nhds
  -- the quartic shift drops out after division by `q ^ 2`
  have h1 := h.add ((quartic_shift hΔ.ne' h).mul hq)
  rw [mul_zero, add_zero] at h1
  refine h1.congr' ?_
  filter_upwards [self_mem_nhdsWithin] with q hq0
  have hq1 : q ≠ 0 := hq0
  have hs : (renormalizedEnergy Δ (w q) - w q) / q ^ 4 * q ^ 2 =
      (renormalizedEnergy Δ (w q) - w q) / q ^ 2 := by
    rw [div_mul_eq_mul_div, div_eq_div_iff (pow_ne_zero 4 hq1) (pow_ne_zero 2 hq1)]
    ring
  linear_combination hs
```

## (j) Divergence at the splitting

For $\Delta>0$, show that $W\to+\infty$ as $w\to\Delta$ from below.

The numerator $\Delta w$ tends to $\Delta^2>0$, while $\Delta-w$ tends to $0$ through positive values. Lean treats the quotient as $\Delta w$ times $(\Delta-w)^{-1}$, which tends to $+\infty$. Agreement at long wavelength thus gives no control over energies near the splitting. The divergence is a property of the assumed relation, not a prediction for real magnons: the adiabatic picture behind it requires energies small compared with $\Delta$.

```lean
/-- The renormalized energy diverges to plus infinity as the bare energy approaches the
exchange splitting from below. -/
theorem renormalized_diverges {Δ : ℝ} (hΔ : 0 < Δ) :
    Tendsto (renormalizedEnergy Δ) (𝓝[<] Δ) atTop := by
  have hc : Continuous (fun w : ℝ => Δ - w) := by fun_prop
  have hm : Continuous (fun w : ℝ => Δ * w) := by fun_prop
  have h1 : Tendsto (fun w : ℝ => Δ - w) (𝓝[<] Δ) (𝓝[>] 0) := by
    refine tendsto_nhdsWithin_iff.2
      ⟨(hc.tendsto' Δ 0 (by simp)).mono_left nhdsWithin_le_nhds, ?_⟩
    filter_upwards [self_mem_nhdsWithin] with w hw
    have hlt : w < Δ := hw
    have hpos : 0 < Δ - w := sub_pos.2 hlt
    exact hpos
  have h2 : Tendsto (fun w : ℝ => Δ * w) (𝓝[<] Δ) (𝓝 (Δ * Δ)) :=
    (hm.tendsto Δ).mono_left nhdsWithin_le_nhds
  refine (h2.pos_mul_atTop (mul_pos hΔ hΔ) (tendsto_inv_nhdsGT_zero.comp h1)).congr
    fun w => ?_
  simp [renormalizedEnergy, div_eq_mul_inv]

end

end MagnonForceTheorem
```

```lean
#print axioms MagnonForceTheorem.selfConsistent_iff
-- 'MagnonForceTheorem.selfConsistent_iff' depends on axioms: [propext, Classical.choice, Quot.sound]
#print axioms MagnonForceTheorem.stiffness_renormalized_iff
-- 'MagnonForceTheorem.stiffness_renormalized_iff' depends on axioms: [propext, Classical.choice, Quot.sound]
#print axioms MagnonForceTheorem.renormalized_magnon
-- 'MagnonForceTheorem.renormalized_magnon' depends on axioms: [propext, Classical.choice, Quot.sound]
#print axioms MagnonForceTheorem.renormalized_diverges
-- 'MagnonForceTheorem.renormalized_diverges' depends on axioms: [propext, Classical.choice, Quot.sound]
```
